# A density of one on N sites and zero elsewhere comes from a pure N-fermion state

For spinless fermions on a finite set of sites, the lemma takes a set `T` of `N` sites and the density that is one on `T` and zero elsewhere. It states that some normalised `N`-fermion state vector has this density. A state vector here is a family of complex amplitudes, one for each set of `N` occupied sites, and no Hamiltonian enters. The proof applies the earlier theorem `representable_of_weights` to the probability distribution that puts all its weight on `T`. It then has to check that the weights are non-negative, that they sum to one, and that they give the required site occupations.

Lean 4 with Mathlib refuses this proof:

```lean
import Mathlib

open Finset

namespace RepresentableConfiguration

noncomputable section

variable {ι : Type*} [Fintype ι] [DecidableEq ι] {N : ℕ}

/-- A configuration of `N` spinless fermions: the set of the `N` occupied sites. -/
abbrev Config (ι : Type*) (N : ℕ) := {S : Finset ι // S.card = N}

/-- The density at site `i`: the total squared modulus of the amplitudes of all
configurations in which `i` is occupied. -/
def density (ψ : Config ι N → ℂ) (i : ι) : ℝ :=
  ∑ S : Config ι N, if i ∈ S.1 then ‖ψ S‖ ^ 2 else 0

/-- `ρ` is the density of some normalised `N`-fermion state vector. -/
def PureRepresentable (N : ℕ) (ρ : ι → ℝ) : Prop :=
  ∃ ψ : Config ι N → ℂ, ∑ S, ‖ψ S‖ ^ 2 = 1 ∧ ∀ i, density ψ i = ρ i

/-- The site occupations of any probability distribution `w` over configurations are the
density of a pure state. -/
theorem representable_of_weights {ρ : ι → ℝ} (w : Config ι N → ℝ) (hw : ∀ S, 0 ≤ w S)
    (hsum : ∑ S, w S = 1)
    (hρ : ∀ i, (∑ S : Config ι N, if i ∈ S.1 then w S else 0) = ρ i) :
    PureRepresentable N ρ := by
  -- the amplitudes are the square roots of the probabilities
  have hsq : ∀ S, ‖((Real.sqrt (w S) : ℝ) : ℂ)‖ ^ 2 = w S := by
    intro S
    rw [Complex.norm_real, Real.norm_eq_abs, sq_abs, Real.sq_sqrt (hw S)]
  refine ⟨fun S => ((Real.sqrt (w S) : ℝ) : ℂ), ?_, ?_⟩
  · simp only [hsq]
    exact hsum
  · intro i
    simp only [density, hsq]
    exact hρ i

/-- The density that is one on a set of `N` sites and zero elsewhere is the density of a
pure `N`-fermion state. -/
theorem representable_configuration (T : Finset ι) (hT : T.card = N) :
    PureRepresentable N (fun i => if i ∈ T then (1 : ℝ) else 0) := by
  refine representable_of_weights
    (fun S : Config ι N => if S = ⟨T, hT⟩ then (1 : ℝ) else 0) ?_ ?_ ?_
  · intro S
    dsimp only
    split_ifs <;> norm_num
  · simp
  · intro i
    rw [Finset.sum_eq_single (⟨T, hT⟩ : Config ι N)]
    · simp
    · intro S _ hS
      simp [hS]
    · simp

end

end RepresentableConfiguration
```

The error:

```
Main.lean:47:4: error: `dsimp` made no progress
```

What went wrong. The message says that `dsimp only` found nothing to simplify, which Lean treats as an error. The call stands in the check that the weights are non-negative. With no lemmas supplied, its use there would be to reduce the weight function, written as a `fun`, applied to `S`, to its `if … then … else` expression. That reduction had already been made when the goal reached this line: the goal was already that the `if` expression is at least zero. `dsimp only` therefore left it unchanged and failed.

The repair deletes the call. `split_ifs` can work on the goal as it stands, splitting it according to whether `S` is the configuration `⟨T, hT⟩`, and `norm_num` proves the two resulting inequalities, `0 ≤ 1` and `0 ≤ 0`. The blank line left in place of the call has no effect.

The repair, with which the file compiles:

```diff
@@ -45,5 +45,5 @@
     (fun S : Config ι N => if S = ⟨T, hT⟩ then (1 : ℝ) else 0) ?_ ?_ ?_
   · intro S
-    dsimp only
+
     split_ifs <;> norm_num
   · simp
```
